# Löwdin partitioning: if D − E is invertible, E is an eigenvalue of a block Hamiltonian exactly when it is an eigenvalue of the effective Hamiltonian at E

A configuration-interaction calculation often has a few configurations that dominate the states of interest and a great many others that each contribute a little. Ignoring the many shifts the energies, while keeping them makes the matrix large. Can the small block be corrected so that it gives the exact energies of the large matrix?

Call the span of the few configurations the model space and the span of the rest the outer space. In a basis ordered this way, the Hamiltonian and a state have the forms

H = [[A, B], [C, D]],  v = (x, y).

Here A acts within the model space, D within the outer space, and B and C couple the two. The components of v in the model and outer spaces are x and y. For a number E that is not an eigenvalue of D, the outer space can be eliminated exactly, at the price of a small matrix that depends on E.

## The setting and the two matrices

```lean
import Mathlib

open Matrix

namespace LoewdinPartitioning

noncomputable section

variable {K m n : Type*} [Field K] [Fintype m] [Fintype n] [DecidableEq m] [DecidableEq n]
```

The types `m` and `n` label the basis states of the model space and the outer space. Both sets are finite. The numbers come from a field `K`, which for physics is ℝ or ℂ.

```lean
/-- The energy-dependent effective Hamiltonian `A - B (D - E)⁻¹ C` on the model space. -/
def effectiveH (A : Matrix m m K) (B : Matrix m n K) (C : Matrix n m K) (D : Matrix n n K)
    (E : K) : Matrix m m K :=
  A - B * (D - E • (1 : Matrix n n K))⁻¹ * C
```

In ordinary notation this defines

H_eff(E) = A − B (D − E)⁻¹ C.

`Matrix m n K` is the type of matrices with rows labelled by `m` and columns by `n`, so the types record which space each block maps from and to. A physicist's "D − E" means D minus E times the identity, and Lean spells this out as `D - E • (1 : Matrix n n K)`. The result is a matrix on the model space alone. The definition does not ask for D − E to be invertible; that condition enters as a hypothesis of the theorems.

```lean
/-- The map `-(D - E)⁻¹ C` from model-space components to outer-space components. -/
def outerMap (C : Matrix n m K) (D : Matrix n n K) (E : K) : Matrix n m K :=
  -((D - E • (1 : Matrix n n K))⁻¹ * C)
```

The second matrix, −(D − E)⁻¹ C, takes a model component and returns an outer component. It will rebuild the part of the state that was eliminated.

## Two coupled equations

```lean
variable {A : Matrix m m K} {B : Matrix m n K} {C : Matrix n m K} {D : Matrix n n K} {E : K}

omit [DecidableEq m] [DecidableEq n] in
/-- The eigenvalue equation of the full Hamiltonian is a pair of coupled equations for the
model component `x` and the outer component `y`. -/
theorem coupled_equations (x : m → K) (y : n → K) :
    fromBlocks A B C D *ᵥ Sum.elim x y = E • Sum.elim x y ↔
      A *ᵥ x + B *ᵥ y = E • x ∧ C *ᵥ x + D *ᵥ y = E • y := by
  have hs : E • Sum.elim x y = Sum.elim (E • x) (E • y) := by
    ext (i | i) <;> rfl
  rw [fromBlocks_mulVec, Sum.elim_comp_inl, Sum.elim_comp_inr, hs]
  constructor
  · intro h
    exact ⟨funext fun i => congrFun h (Sum.inl i), funext fun j => congrFun h (Sum.inr j)⟩
  · rintro ⟨h1, h2⟩
    rw [h1, h2]
```

The first line makes A, B, C, D and E arbitrary in everything that follows. Hermiticity is not assumed. For a Hermitian Hamiltonian in an orthonormal basis, C is the conjugate transpose of B. The equation Hv = Ev contains no overlap matrix, so a non-orthogonal basis with a generalised eigenvalue problem is not covered.

In a Lean theorem, the hypotheses stand before the main colon, the claim after it, and the proof after `:= by`. The symbol `*ᵥ` is a matrix acting on a vector, `fromBlocks A B C D` is H, and `Sum.elim x y` is the stacked vector (x, y). The claim is that Hv = Ev is equivalent to the pair

A x + B y = E x,
C x + D y = E y.

By hand, one multiplies out the blocks and compares components. The proof does the same: `fromBlocks_mulVec` multiplies out, `hs` distributes E over the two parts, and the comparison is made at the model labels `Sum.inl i` and the outer labels `Sum.inr j`.

## Solving for the outer component

```lean
omit [DecidableEq m] in
/-- If `D - E` is invertible, the outer equation holds exactly when
`y = -(D - E)⁻¹ C x`. -/
theorem outer_equation_iff (hD : IsUnit (D - E • (1 : Matrix n n K)).det)
    (x : m → K) (y : n → K) :
    C *ᵥ x + D *ᵥ y = E • y ↔ y = outerMap C D E *ᵥ x := by
  have key : (D - E • (1 : Matrix n n K)) *ᵥ y = D *ᵥ y - E • y := by
    rw [sub_mulVec, smul_mulVec, one_mulVec]
  constructor
  · intro h
    have h1 : (D - E • (1 : Matrix n n K)) *ᵥ y = -(C *ᵥ x) := by
      rw [key, ← h]
      abel
    -- apply the inverse of `D - E` to both sides
    calc y = ((D - E • (1 : Matrix n n K))⁻¹ * (D - E • (1 : Matrix n n K))) *ᵥ y := by
          rw [nonsing_inv_mul _ hD, one_mulVec]
      _ = outerMap C D E *ᵥ x := by
          rw [← mulVec_mulVec, h1, outerMap, neg_mulVec, mulVec_neg, mulVec_mulVec]
  · intro h
    have h1 : (D - E • (1 : Matrix n n K)) *ᵥ y = -(C *ᵥ x) := by
      rw [h, outerMap, mulVec_mulVec, Matrix.mul_neg, mul_nonsing_inv_cancel_left _ _ hD,
        neg_mulVec]
    rw [key] at h1
    rw [sub_eq_iff_eq_add.mp h1]
    abel
```

The hypothesis `hD` says that det(D − E) is a unit, which over a field means that it is nonzero. Physically, E does not coincide with an energy of the outer block taken by itself.

The outer equation C x + D y = E y can be rearranged to

(D − E) y = −C x,

and multiplying by the inverse gives

y = −(D − E)⁻¹ C x.

Conversely, applying D − E to this y gives −C x, which is the outer equation again. The theorem is therefore an "exactly when" (`↔`), and `constructor` splits it into these two directions. The auxiliary statement `key` expands (D − E) y as D y − E y. In the first direction, the `calc` block writes y as (D − E)⁻¹(D − E) y and inserts the rearranged equation. In the second, `mul_nonsing_inv_cancel_left` cancels D − E against its inverse, and `abel` tidies the sums.

## Substituting into the model equation

```lean
omit [DecidableEq m] in
/-- If `D - E` is invertible, `(x, y)` solves the full eigenvalue equation exactly when `x` solves
the effective one and `y = -(D - E)⁻¹ C x`. -/
theorem eigenvector_iff (hD : IsUnit (D - E • (1 : Matrix n n K)).det)
    (x : m → K) (y : n → K) :
    fromBlocks A B C D *ᵥ Sum.elim x y = E • Sum.elim x y ↔
      effectiveH A B C D E *ᵥ x = E • x ∧ y = outerMap C D E *ᵥ x := by
  -- eliminating `y` turns the model equation into the effective one
  have hx : effectiveH A B C D E *ᵥ x = A *ᵥ x + B *ᵥ (outerMap C D E *ᵥ x) := by
    rw [effectiveH, outerMap, sub_mulVec, mulVec_mulVec, Matrix.mul_neg, neg_mulVec,
      Matrix.mul_assoc, ← sub_eq_add_neg]
  rw [coupled_equations, outer_equation_iff hD, hx]
  constructor
  · rintro ⟨h1, h2⟩
    exact ⟨by rw [← h2]; exact h1, h2⟩
  · rintro ⟨h1, h2⟩
    exact ⟨by rw [h2]; exact h1, h2⟩
```

Inserting the solution for y into A x + B y = E x gives

A x − B (D − E)⁻¹ C x = E x,

which is H_eff(E) x = E x. The theorem states the equivalence for vectors: (x, y) solves the full equation exactly when x solves the effective equation and y = −(D − E)⁻¹ C x.

In the proof, `hx` is the identity H_eff(E) x = A x + B(−(D − E)⁻¹ C x). The line after it rewrites the claim using the two previous theorems, and what remains is to exchange y for its expression in x, once in each direction.

The rebuilt vector is in general not normalised, even if x is. Over ℝ or ℂ, in an orthonormal basis with the Euclidean norm, if x has norm 1, the normalised state is (x, y)/√(1 + ‖y‖²), and its weight in the model space is 1/(1 + ‖y‖²).

## The eigenvalue condition

```lean
omit [DecidableEq m] in
/-- **Löwdin partitioning**: if `D - E` is invertible, `E` is an eigenvalue of the full
Hamiltonian exactly when it is an eigenvalue of the effective Hamiltonian taken at `E`. -/
theorem loewdin_partitioning (hD : IsUnit (D - E • (1 : Matrix n n K)).det) :
    (∃ v : m ⊕ n → K, v ≠ 0 ∧ fromBlocks A B C D *ᵥ v = E • v) ↔
      ∃ x : m → K, x ≠ 0 ∧ effectiveH A B C D E *ᵥ x = E • x := by
  constructor
  · rintro ⟨v, hv, h⟩
    have hs : Sum.elim (v ∘ Sum.inl) (v ∘ Sum.inr) = v := Sum.elim_comp_inl_inr v
    obtain ⟨hx, hy⟩ := (eigenvector_iff hD (v ∘ Sum.inl) (v ∘ Sum.inr)).mp (by rw [hs]; exact h)
    -- a vanishing model component would force the whole vector to vanish
    refine ⟨v ∘ Sum.inl, fun h0 => hv ?_, hx⟩
    rw [← hs, hy, h0, mulVec_zero]
    ext (i | i) <;> rfl
  · rintro ⟨x, hx, h⟩
    exact ⟨Sum.elim x (outerMap C D E *ᵥ x),
      fun h0 => hx (funext fun i => congrFun h0 (Sum.inl i)),
      (eigenvector_iff hD _ _).mpr ⟨h, rfl⟩⟩
```

An eigenvalue requires a nonzero eigenvector, so both sides of this theorem have the form "there exists a nonzero vector such that …". On the left the vector lives on `m ⊕ n`, the two label sets joined together; on the right it lives on the model space.

Most of the work is already done, and only the word "nonzero" needs care. Suppose v = (x, y) is a nonzero solution of the full equation. If x were zero, then

y = −(D − E)⁻¹ C 0 = 0,

and v would vanish altogether. Hence x is nonzero, and it solves the effective equation. In the other direction, a nonzero x gives the vector (x, −(D − E)⁻¹ C x), which is nonzero because its model part is. In Lean, `v ∘ Sum.inl` and `v ∘ Sum.inr` are the model and outer parts of v.

The same E appears twice on the effective side, inside the matrix and as its eigenvalue. The theorem thus tests a given E. Finding an unknown energy this way means solving a self-consistency condition, since H_eff in general changes as E changes. An eigenvalue of H_eff(E) that differs from E is not thereby an eigenvalue of H.

For configuration interaction in a finite orthonormal basis, this means that the model-space problem can reproduce an energy of the full matrix exactly, provided that the energy is not also an eigenvalue of the outer block.

## Equal degeneracies

```lean
/-- If `D - E` is invertible, the eigenspaces of the full and of the effective Hamiltonian
at `E` have the same dimension. -/
theorem degeneracy_eq (hD : IsUnit (D - E • (1 : Matrix n n K)).det) :
    Module.finrank K (Module.End.eigenspace (toLin' (fromBlocks A B C D)) E) =
      Module.finrank K (Module.End.eigenspace (toLin' (effectiveH A B C D E)) E) := by
  have split : ∀ v ∈ Module.End.eigenspace (toLin' (fromBlocks A B C D)) E,
      effectiveH A B C D E *ᵥ (v ∘ Sum.inl) = E • (v ∘ Sum.inl) ∧
        v ∘ Sum.inr = outerMap C D E *ᵥ (v ∘ Sum.inl) := by
    intro v hv
    rw [Module.End.mem_eigenspace_iff, toLin'_apply] at hv
    exact (eigenvector_iff hD _ _).mp (by rw [Sum.elim_comp_inl_inr]; exact hv)
  -- restriction to the model space is inverted by adding the outer component
  let e : Module.End.eigenspace (toLin' (fromBlocks A B C D)) E ≃ₗ[K]
      Module.End.eigenspace (toLin' (effectiveH A B C D E)) E :=
    { toFun := fun v => ⟨v.1 ∘ Sum.inl, by
        rw [Module.End.mem_eigenspace_iff, toLin'_apply]
        exact (split v.1 v.2).1⟩
      map_add' := fun _ _ => rfl
      map_smul' := fun _ _ => rfl
      invFun := fun x => ⟨Sum.elim x.1 (outerMap C D E *ᵥ x.1), by
        have hx := x.2
        rw [Module.End.mem_eigenspace_iff, toLin'_apply] at hx ⊢
        exact (eigenvector_iff hD _ _).mpr ⟨hx, rfl⟩⟩
      left_inv := fun v => Subtype.ext (by
        change Sum.elim (v.1 ∘ Sum.inl) (outerMap C D E *ᵥ (v.1 ∘ Sum.inl)) = v.1
        rw [← (split v.1 v.2).2, Sum.elim_comp_inl_inr])
      right_inv := fun _ => rfl }
  exact e.finrank_eq
```

`Module.End.eigenspace` is the space of all solutions of the eigenvalue equation at E, including the zero vector, and `Module.finrank` is its dimension. `toLin'` turns a matrix into the linear map it represents. The theorem says that E has the same number of linearly independent eigenvectors in both problems. If E is not an eigenvalue, both dimensions are zero.

By hand, one writes down two linear maps between the eigenspaces:

(x, y) ↦ x,
x ↦ (x, −(D − E)⁻¹ C x).

Each undoes the other, because the outer component of a full solution is fixed by its model component. Spaces connected by an invertible linear map have equal dimensions. The proof builds this pair as the object `e`, with `toFun` the first map and `invFun` the second; `split` supplies the two properties of a full solution that are needed, and `e.finrank_eq` draws the conclusion.

## The secular determinant

```lean
/-- If `D - E` is invertible, the secular determinant of the full Hamiltonian is that of the
outer block times that of the effective Hamiltonian. -/
theorem secular_determinant (hD : IsUnit (D - E • (1 : Matrix n n K)).det) :
    (fromBlocks A B C D - E • (1 : Matrix (m ⊕ n) (m ⊕ n) K)).det =
      (D - E • (1 : Matrix n n K)).det *
        (effectiveH A B C D E - E • (1 : Matrix m m K)).det := by
  have hs : fromBlocks A B C D - E • (1 : Matrix (m ⊕ n) (m ⊕ n) K) =
      fromBlocks (A - E • (1 : Matrix m m K)) B C (D - E • (1 : Matrix n n K)) := by
    ext (i | i) (j | j) <;> simp [Matrix.one_apply]
  let := invertibleOfIsUnitDet _ hD
  rw [hs, det_fromBlocks₂₂, invOf_eq_nonsing_inv, effectiveH, sub_right_comm]
```

The same elimination can be carried out on the determinant whose zeros are the energies:

det(H − E) = det(D − E) · det(H_eff(E) − E).

To see this by hand, set S = A − E − B (D − E)⁻¹ C, which equals H_eff(E) − E. Multiplying out the blocks confirms that

H − E = [[1, B(D − E)⁻¹], [0, 1]] · [[S, 0], [0, D − E]] · [[1, 0], [(D − E)⁻¹C, 1]].

The outer two factors are triangular with ones on the diagonal, so their determinants are 1, and the middle factor gives det(S) · det(D − E).

In Lean, `hs` shows that subtracting E from H changes only the diagonal blocks. The Mathlib lemma `det_fromBlocks₂₂` is the determinant formula for a block matrix with an invertible lower right block. The final rewriting steps put its result in terms of `effectiveH`.

## Energy denominators for a diagonal outer block

```lean
omit [Fintype m] [DecidableEq m] in
/-- For a diagonal outer block with energies `d k` different from `E`, the effective matrix
elements are `A i j + ∑ k, B i k * C k j / (E - d k)`. -/
theorem effectiveH_diagonal (d : n → K) (hd : ∀ k, d k ≠ E) (i j : m) :
    effectiveH A B C (diagonal d) E i j = A i j + ∑ k, B i k * C k j / (E - d k) := by
  have hs : diagonal d - E • (1 : Matrix n n K) = diagonal (fun k => d k - E) := by
    ext k l
    by_cases hkl : k = l
    · subst hkl
      simp
    · simp [hkl]
  have hinv : (diagonal d - E • (1 : Matrix n n K))⁻¹ = diagonal (fun k => (d k - E)⁻¹) := by
    apply inv_eq_right_inv
    rw [hs, diagonal_mul_diagonal, ← diagonal_one]
    congr 1
    funext k
    exact mul_inv_cancel₀ (sub_ne_zero.mpr (hd k))
  rw [effectiveH, hinv, Matrix.sub_apply, Matrix.mul_apply, sub_eq_add_neg,
    ← Finset.sum_neg_distrib]
  congr 1
  refine Finset.sum_congr rfl fun k _ => ?_
  rw [mul_diagonal, ← neg_sub E (d k), inv_neg]
  ring
```

Suppose that the outer states do not couple to one another, so that D is diagonal with entries d_k. The hypothesis `hd` requires every d_k to differ from E. The matrix elements of the effective Hamiltonian are then

H_eff(E)_ij = A_ij + ∑_k B_ik C_kj / (E − d_k).

Each term describes a passage from model state j to outer state k and back to model state i. This has the shape of a second-order perturbation sum, but for a diagonal outer block it is the exact effective matrix element, with E itself in the denominator.

The derivation inverts a diagonal matrix entry by entry:

((D − E)⁻¹)_kk = 1/(d_k − E).

The minus sign in front of B (D − E)⁻¹ C then turns d_k − E into E − d_k. In the proof, `hs` writes D − E as a diagonal matrix, and `hinv` identifies its inverse by checking that the product is the identity. The remaining lines compare the two sums term by term, with `neg_sub` reversing the denominator.

## States that the model space does not see

```lean
omit [DecidableEq m] [DecidableEq n] in
/-- A vector `(0, y)` without model component solves the full eigenvalue equation exactly when
`y` solves that of the outer block and the coupling `B` annihilates it. -/
theorem no_model_component_iff (y : n → K) :
    fromBlocks A B C D *ᵥ Sum.elim (0 : m → K) y = E • Sum.elim (0 : m → K) y ↔
      B *ᵥ y = 0 ∧ D *ᵥ y = E • y := by
  rw [coupled_equations, mulVec_zero, mulVec_zero, zero_add, zero_add, smul_zero]

end

end LoewdinPartitioning
```

The last theorem has no invertibility hypothesis. It concerns vectors (0, y) that lie entirely in the outer space. Setting x = 0 in the coupled equations leaves

B y = 0,
D y = E y.

The first equation says that the coupling back to the model space annihilates y, and the second that y solves the eigenvalue equation of the outer block. The proof is the same substitution: `coupled_equations` is applied, and the terms containing the zero vector are removed.

If y is nonzero, the second equation makes D − E singular, so `hD` fails. Such a state is a genuine eigenvector of H, yet it has no model component from which it could be rebuilt. A state that is decoupled from the model space by symmetry is a typical example. A singular D − E permits states of this kind but does not guarantee them, because B y = 0 must hold as well.

```lean
#print axioms LoewdinPartitioning.loewdin_partitioning
-- 'LoewdinPartitioning.loewdin_partitioning' depends on axioms: [propext, Classical.choice, Quot.sound]
#print axioms LoewdinPartitioning.secular_determinant
-- 'LoewdinPartitioning.secular_determinant' depends on axioms: [propext, Classical.choice, Quot.sound]
#print axioms LoewdinPartitioning.effectiveH_diagonal
-- 'LoewdinPartitioning.effectiveH_diagonal' depends on axioms: [propext, Classical.choice, Quot.sound]
#print axioms LoewdinPartitioning.no_model_component_iff
-- 'LoewdinPartitioning.no_model_component_iff' depends on axioms: [propext, Classical.choice, Quot.sound]
```
